# Spinless time-reversal symmetry makes the sum of Im tr(P A Q B) zero for band projectors P, Q and velocities A, B on a k-mesh closed under negation

A program that computes anomalous Hall conductivities can be tested on a model with time-reversal symmetry: the sum over the k-mesh should come out as zero up to rounding. For non-interacting, spinless bands this holds on every finite mesh that contains −k along with k, however coarse, so the test needs no convergence study. A clear remainder can come, for example, from a mesh without this symmetry or from matrices that break time reversal.

The problems below derive the cancellation, extend it to sums over bands and to derivatives of projectors, and end with two small examples on two k-points.

## Matrix fields under time reversal

At each k-point there are four square complex matrices. P(k) and Q(k) stand for projectors onto groups of bands, for example occupied and empty ones. A(k) and B(k), called the vertices, stand for velocity matrices in two directions. The quantity to be summed is

Im tr(P(k) A(k) Q(k) B(k)),

the antisymmetric, Hall-type part of an interband response, without its physical prefactors.

The matrix indices run over a finite set `n` of basis orbitals.

```lean
import Mathlib

open Matrix

namespace VanishingHallResponse

noncomputable section

variable {n : Type*} [Fintype n]
```

Write conj M for the matrix whose entries are the complex conjugates of those of M. There is no transposition, so this is not the Hermitian adjoint.

```lean
/-- Entrywise complex conjugate of a matrix. -/
def cconj (M : Matrix n n ℂ) : Matrix n n ℂ := M.map (starRingEnd ℂ)
```

For spinless electrons in a basis of real orbitals, time reversal is complex conjugation combined with k → −k. A symmetric Hamiltonian then satisfies H(−k) = conj H(k), and a projector onto a band separated from the others inherits this relation. In Lean the k-points form a finite set `K` in an additive commutative group `G`. The group may be a vector space, or k-space modulo reciprocal lattice vectors, where a zone-boundary point can be its own negative.

```lean
/-- A matrix field with `M(-k) = conj M(k)` on the k-set `K`. -/
def TimeEven {G : Type*} [AddCommGroup G] (K : Finset G) (M : G → Matrix n n ℂ) : Prop :=
  ∀ k ∈ K, M (-k) = cconj (M k)
```

A velocity changes sign under time reversal, which gives the odd version of the condition.

```lean
/-- A matrix field with `M(-k) = -conj M(k)` on the k-set `K`. -/
def TimeOdd {G : Type*} [AddCommGroup G] (K : Finset G) (M : G → Matrix n n ℂ) : Prop :=
  ∀ k ∈ K, M (-k) = -cconj (M k)
```

The contribution of one k-point is a real number.

```lean
/-- The contribution `Im tr(P A Q B)` of one k-point to the Hall response. -/
def hallTerm (P A Q B : Matrix n n ℂ) : ℝ := (trace (P * A * Q * B)).im
```

The matrices need not be Hermitian, and P and Q need not be projectors. A real mesh weight with w(−k) = w(k) can therefore be absorbed into P(k). For electrons with spin-orbit coupling, time reversal also rotates the spin, and the two conditions take a different form that is not treated here.

## (a) The trace of a conjugated matrix

**Task.** Show that tr(conj M) is the complex conjugate of tr M.

**Solution.** The trace is the sum of the diagonal entries, and the conjugate of a sum is the sum of the conjugates:

tr(conj M) = Σᵢ conj(Mᵢᵢ) = conj(Σᵢ Mᵢᵢ) = conj(tr M).

In Lean, `starRingEnd ℂ` is complex conjugation, and `map_sum` moves it through the sum.

```lean
/-- The trace of the conjugated matrix is the conjugate of the trace. -/
theorem trace_cconj (M : Matrix n n ℂ) : trace (cconj M) = starRingEnd ℂ (trace M) := by
  simp [cconj, Matrix.trace, map_sum]
```

## (b) One Hall term under time reversal

**Task.** Replace P and Q by their conjugates, and A and B by minus their conjugates. Show that Im tr(P A Q B) changes sign.

**Solution.** Conjugation respects products and keeps their order, because

conj(Σₗ Mᵢₗ Nₗⱼ) = Σₗ conj(Mᵢₗ) conj(Nₗⱼ).

The two minus signs cancel, so

(conj P)(−conj A)(conj Q)(−conj B) = conj(P A Q B).

By (a), the trace of the right-hand side is conj(tr(P A Q B)). Its imaginary part is −Im tr(P A Q B). The sign change thus comes from the conjugation alone, since the two velocities together contribute a factor of +1.

The step `h` in the proof is the product identity. The last line applies (a) and the rule Im(conj z) = −Im z.

```lean
/-- Conjugating all four matrices and reversing the sign of `A` and `B` reverses the sign of
the Hall term. -/
theorem hallTerm_reverse (P A Q B : Matrix n n ℂ) :
    hallTerm (cconj P) (-cconj A) (cconj Q) (-cconj B) = -hallTerm P A Q B := by
  -- the two minus signs cancel, and conjugation passes through the product
  have h : cconj P * (-cconj A) * cconj Q * (-cconj B) = cconj (P * A * Q * B) := by
    simp only [cconj, Matrix.map_mul, mul_neg, neg_mul, neg_neg]
  unfold hallTerm
  rw [h, trace_cconj, Complex.conj_im]
```

## (c) Odd functions on a symmetric mesh

**Task.** Let K be a finite k-set that contains −k whenever it contains k, and let f be a real function with f(−k) = −f(k) on K. Show that f sums to zero over K.

**Solution.** The map k → −k sends K to itself and is its own inverse, so it only reorders the sum. With S = Σ f(k) over K,

S = Σ f(−k) = −Σ f(k) = −S.

Hence 2S = 0 and S = 0. A point with k = −k, such as k = 0, needs no separate treatment: there f(k) = −f(k), so its term is zero.

The reordering is `h1`, where `Finset.sum_nbij'` takes negation both as the map and as its inverse. The oddness of f enters in `h2`, and `linarith` concludes from S = −S.

```lean
/-- A real function that is odd on a finite negation-closed k-set sums to zero. -/
theorem sum_odd_eq_zero {G : Type*} [AddCommGroup G] (K : Finset G)
    (hK : ∀ k ∈ K, -k ∈ K) (f : G → ℝ) (hf : ∀ k ∈ K, f (-k) = -f k) :
    ∑ k ∈ K, f k = 0 := by
  have h1 : ∑ k ∈ K, f k = ∑ k ∈ K, f (-k) :=
    Finset.sum_nbij' (fun k => -k) (fun k => -k) hK hK (by simp) (by simp) (by simp)
  have h2 : ∑ k ∈ K, f (-k) = ∑ k ∈ K, -f k := Finset.sum_congr rfl hf
  rw [Finset.sum_neg_distrib] at h2
  linarith
```

## (d) The Hall sum vanishes

**Task.** Let K be as in (c). Let P and Q be even and A and B odd under time reversal on K. Show that the sum of Im tr(P A Q B) over K is zero.

**Solution.** Define f(k) = Im tr(P(k) A(k) Q(k) B(k)). The symmetry conditions express the four matrices at −k through those at k, and (b) gives

f(−k) = −f(k).

By (c), the sum is zero.

The Lean statement has one hypothesis for each ingredient: `hK` for the mesh, `hP` and `hQ` for the even fields, `hA` and `hB` for the odd ones. The proof applies (c), rewrites the matrices at −k and finishes with (b).

```lean
/-- On a finite negation-closed k-set, the sum of `Im tr(P A Q B)` vanishes when `P`, `Q` are
even and `A`, `B` are odd under time reversal. -/
theorem hall_response_vanishes {G : Type*} [AddCommGroup G] (K : Finset G)
    (hK : ∀ k ∈ K, -k ∈ K) (P A Q B : G → Matrix n n ℂ)
    (hP : TimeEven K P) (hQ : TimeEven K Q) (hA : TimeOdd K A) (hB : TimeOdd K B) :
    ∑ k ∈ K, hallTerm (P k) (A k) (Q k) (B k) = 0 := by
  refine sum_odd_eq_zero K hK (fun k => hallTerm (P k) (A k) (Q k) (B k)) fun k hk => ?_
  rw [hP k hk, hQ k hk, hA k hk, hB k hk, hallTerm_reverse]
```

The condition on the mesh matters as well. Take the single k-point k = 1 with the matrices of part (h), which satisfy all the symmetry conditions there. The sum then consists of one term equal to 1. A mesh reduced to one member of each pair ±k, with doubled weights, can fail in the same way: doubling counts the missing partner with the same sign, whereas its true contribution has the opposite sign.

## (e) Sums over pairs of bands with energy weights

**Task.** Let each band m have an energy ε_m(k) with ε_m(−k) = ε_m(k) and a matrix P_m(k) that is even under time reversal. Let g be any real function of two energies. Show that

Σₖ Σₘ Σₗ g(ε_m(k), ε_l(k)) Im tr(P_m(k) A(k) P_l(k) B(k)) = 0.

**Solution.** At −k the two energies are unchanged, so the weight g is unchanged. By (b), the trace factor changes sign. Every term of the double sum over m and l is therefore odd in k, and so is the double sum itself. Part (c) completes the argument.

For a Kubo-type formula, g can be the difference of the two occupations divided by the squared energy difference, with the value zero assigned to equal energies. In a program, this value should also cover energies closer than a small tolerance, because rounding can split a degenerate level and make the quotient very large. The occupations may come from a Fermi function or from another smearing scheme, provided that they depend on k only through the energies. Nothing about g is used beyond its being a function of the two energies.

The evenness of the energies is a hypothesis, `hε`, and is not derived from a Hamiltonian. The condition on each P_m also requires care at degeneracies, where an arbitrary choice of states within the degenerate space may violate it. For a Hamiltonian with H(−k) = conj H(k) the sum still vanishes: g depends only on the energies, so only the projector onto the whole degenerate space enters, and that projector is even.

The proof moves the minus sign inside both band sums, compares them term by term and uses `ring` for the remaining algebra.

```lean
/-- On a finite negation-closed k-set, the sum of `g(ε_m, ε_l) Im tr(P_m A P_l B)` over k-points and
pairs of bands vanishes for every real function `g`, when the energies are even in `k`, each `P_m`
is even under time reversal, and `A`, `B` are odd. -/
theorem band_resolved_response_vanishes {G b : Type*} [AddCommGroup G] [Fintype b]
    (K : Finset G) (hK : ∀ k ∈ K, -k ∈ K) (g : ℝ → ℝ → ℝ) (ε : b → G → ℝ)
    (P : b → G → Matrix n n ℂ) (A B : G → Matrix n n ℂ)
    (hε : ∀ m, ∀ k ∈ K, ε m (-k) = ε m k) (hP : ∀ m, TimeEven K (P m))
    (hA : TimeOdd K A) (hB : TimeOdd K B) :
    ∑ k ∈ K, ∑ m, ∑ l, g (ε m k) (ε l k) * hallTerm (P m k) (A k) (P l k) (B k) = 0 := by
  refine sum_odd_eq_zero K hK
    (fun k => ∑ m, ∑ l, g (ε m k) (ε l k) * hallTerm (P m k) (A k) (P l k) (B k))
    fun k hk => ?_
  simp only [← Finset.sum_neg_distrib]
  refine Finset.sum_congr rfl fun m _ => Finset.sum_congr rfl fun l _ => ?_
  rw [hε m k hk, hε l k hk, hP m k hk, hP l k hk, hA k hk, hB k hk, hallTerm_reverse]
  ring
```

## (f) The k-derivative of an even field is odd

**Task.** Let M(−k) = conj M(k) for all k, and let D(k) be the derivative of M at k along a fixed direction e. Show that D(−k) = −conj D(k).

**Solution.** For real t,

M(−k + t e) = M(−(k − t e)) = conj M(k − t e).

Differentiate at t = 0. The left-hand side gives D(−k). On the right, the chain rule gives a factor of −1, and conjugation commutes with a derivative in a real variable:

D(−k) = conj(−D(k)) = −conj D(k).

Applied to a Hamiltonian matrix, this is the reason why ∂H/∂k is odd.

Lean describes the derivative entry by entry, as an ordinary derivative with respect to the real parameter t. The k-points now lie in a real vector space `E`.

```lean
/-- `D` is the entrywise derivative of the matrix field `M` along the direction `e`. -/
def IsDirDeriv {E : Type*} [AddCommGroup E] [Module ℝ E] (e : E)
    (M D : E → Matrix n n ℂ) : Prop :=
  ∀ k i j, HasDerivAt (fun t : ℝ => M (k + t • e) i j) (D k i j) 0
```

The symmetry of M is assumed at all k and not only on the mesh, because a derivative involves neighbouring points. In the proof, `h2` is the chain rule followed by conjugation, and `h3` identifies the result as the derivative of M at −k. Since a derivative is unique, it must equal D(−k).

```lean
omit [Fintype n] in
/-- The k-derivative of a matrix field with `M(-k) = conj M(k)` is odd under time reversal. -/
theorem timeOdd_of_isDirDeriv {E : Type*} [AddCommGroup E] [Module ℝ E] (K : Finset E) (e : E)
    (M D : E → Matrix n n ℂ) (hM : ∀ k, M (-k) = cconj (M k)) (hD : IsDirDeriv e M D) :
    TimeOdd K D := by
  intro k _
  ext i j
  have h1 : HasDerivAt (fun t : ℝ => M (k + t • e) i j) (D k i j) (-(0 : ℝ)) := by
    rw [neg_zero]
    exact hD k i j
  -- chain rule for t ↦ -t, followed by conjugation
  have h2 := (h1.scomp (0 : ℝ) (hasDerivAt_neg (0 : ℝ))).star
  have h3 : HasDerivAt (fun t : ℝ => M (-k + t • e) i j) (star ((-1 : ℝ) • D k i j)) 0 := by
    refine h2.congr_of_eventuallyEq (Filter.Eventually.of_forall fun t => ?_)
    have h : -k + t • e = -(k + (-t) • e) := by module
    change M (-k + t • e) i j = star (M (k + (-t) • e) i j)
    rw [h, hM]
    rfl
  rw [(hD (-k) i j).unique h3]
  simp [cconj]
```

## (g) The Berry-curvature sum of a projector

**Task.** Let P(−k) = conj P(k) for all k, and let ∂P and ∂′P be its derivatives along two directions. Show that the sum of Im tr(P ∂P (1 − P) ∂′P) over a finite k-set closed under negation is zero.

**Solution.** The identity matrix is real, so

1 − P(−k) = 1 − conj P(k) = conj(1 − P(k)),

and 1 − P is even. By (f), both derivatives are odd. Part (d) applies with Q = 1 − P, A = ∂P and B = ∂′P.

When P(k) is the Hermitian projector onto the occupied bands, the summand is half their total Berry curvature, up to a sign convention. The oddness of the two vertices is now a consequence of the symmetry of P.

The theorem requires derivatives of P at every k. This suits an insulator whose occupied bands stay separated from the empty ones. In a metal the zero-temperature occupied projector jumps at the Fermi surface, and (e) is the suitable form. Because `E` is a vector space, points that differ by a reciprocal lattice vector count as different, and a mesh containing only one of two opposite zone-boundary points does not satisfy `hK`. If P is periodic in k and the mesh has one representative of each point, (d) can be used instead, with k-space modulo reciprocal lattice vectors as the group: the derivatives are periodic too, and the sum vanishes if the mesh is closed under negation there.

In the proof, `hQ` is the evenness of 1 − P, and the last step calls (d) with two uses of (f).

```lean
/-- For a matrix field with `P(-k) = conj P(k)`, the sum of `Im tr(P ∂P (1 - P) ∂'P)` over a
finite negation-closed k-set vanishes for any two directions of differentiation. -/
theorem projector_curvature_sum_vanishes [DecidableEq n] {E : Type*} [AddCommGroup E]
    [Module ℝ E] (K : Finset E) (hK : ∀ k ∈ K, -k ∈ K) (e e' : E)
    (P D D' : E → Matrix n n ℂ) (hP : ∀ k, P (-k) = cconj (P k))
    (hD : IsDirDeriv e P D) (hD' : IsDirDeriv e' P D') :
    ∑ k ∈ K, hallTerm (P k) (D k) (1 - P k) (D' k) = 0 := by
  have hQ : TimeEven K (fun k => 1 - P k) := by
    intro k _
    change 1 - P (-k) = cconj (1 - P k)
    rw [hP]
    ext i j
    by_cases h : i = j <;> simp [cconj, h]
  exact hall_response_vanishes K hK P D (fun k => 1 - P k) D' (fun k _ => hP k) hQ
    (timeOdd_of_isDirDeriv K e P D hP hD) (timeOdd_of_isDirDeriv K e' P D' hP hD')
```

## (h) Two k-points with nonzero terms that cancel

**Task.** On the k-points 1 and −1, take

P = diag(1, 0), Q = diag(0, 1), A(k) = k σx, B = σy,

where σx has rows (0, 1) and (1, 0), and σy has rows (0, −i) and (i, 0). Check the symmetry conditions and find the Hall term at k = 1.

**Solution.** P and Q are real and constant, hence even. Since σx is real, A(−k) = −k σx = −conj A(k). Since conj σy = −σy, the constant field B is also odd. The projectors select one product of entries:

tr(P A(k) Q B) = A₁₂(k) B₂₁ = k · i.

The Hall term is therefore k, which is 1 at k = 1 and −1 at k = −1. The total vanishes by cancellation between nonzero terms.

The Lean theorem checks the mesh condition, the four symmetry conditions and the value at k = 1. The cases are settled entry by entry.

```lean
/-- On the k-points `1` and `-1`, the two diagonal projectors with `A(k) = k σx` and `B = σy`
meet the symmetry conditions, and the Hall term at `k = 1` equals one. -/
theorem hall_response_witness :
    (∀ k ∈ ({1, -1} : Finset ℤ), -k ∈ ({1, -1} : Finset ℤ)) ∧
    TimeEven ({1, -1} : Finset ℤ) (fun _ => !![1, 0; 0, 0]) ∧
    TimeEven ({1, -1} : Finset ℤ) (fun _ => !![0, 0; 0, 1]) ∧
    TimeOdd ({1, -1} : Finset ℤ) (fun k => !![0, (k : ℂ); (k : ℂ), 0]) ∧
    TimeOdd ({1, -1} : Finset ℤ) (fun _ => !![0, -Complex.I; Complex.I, 0]) ∧
    hallTerm !![1, 0; 0, 0] !![0, ((1 : ℤ) : ℂ); ((1 : ℤ) : ℂ), 0] !![0, 0; 0, 1]
      !![0, -Complex.I; Complex.I, 0] = 1 := by
  refine ⟨by decide, ?_, ?_, ?_, ?_, ?_⟩
  iterate 4
    · intro k _
      ext i j
      fin_cases i <;> fin_cases j <;> simp [cconj]
  · simp [hallTerm, Matrix.trace_fin_two]
```

## (i) An even vertex leaves a nonzero sum

**Task.** Keep P, Q and B from (h), but replace A(k) by the constant matrix σx. Find the sum over the same two k-points.

**Solution.** The matrix σx is real and constant, so A is now even under time reversal instead of odd. The trace is

tr(P σx Q σy) = 1 · i = i

at both points. Each Hall term equals 1, and the sum is 2. With one odd and one even vertex, the two points add instead of cancelling, so the oddness of A in (d) is a genuine requirement.

Lean evaluates the common term once and multiplies it by the number of k-points.

```lean
/-- With the projectors `diag(1, 0)` and `diag(0, 1)` and `B = σy`, the constant choice `A = σx` is
even under time reversal, and the sum over the k-points `1` and `-1` equals two. -/
theorem even_vertex_gives_response :
    TimeEven ({1, -1} : Finset ℤ) (fun _ => !![0, 1; 1, 0]) ∧
    ∑ _k ∈ ({1, -1} : Finset ℤ), hallTerm !![1, 0; 0, 0] !![0, 1; 1, 0] !![0, 0; 0, 1]
      !![0, -Complex.I; Complex.I, 0] = 2 := by
  constructor
  · intro k _
    ext i j
    fin_cases i <;> fin_cases j <;> simp [cconj]
  · have h : hallTerm !![1, 0; 0, 0] !![0, 1; 1, 0] !![0, 0; 0, 1]
        !![0, -Complex.I; Complex.I, 0] = 1 := by
      simp [hallTerm, Matrix.trace_fin_two]
    have hc : ({1, -1} : Finset ℤ).card = 2 := by decide
    rw [Finset.sum_const, hc, h]
    norm_num

end

end VanishingHallResponse
```

```lean
#print axioms VanishingHallResponse.band_resolved_response_vanishes
#print axioms VanishingHallResponse.projector_curvature_sum_vanishes
#print axioms VanishingHallResponse.even_vertex_gives_response
```

```
'VanishingHallResponse.band_resolved_response_vanishes' depends on axioms: [propext, Classical.choice, Quot.sound]
'VanishingHallResponse.projector_curvature_sum_vanishes' depends on axioms: [propext, Classical.choice, Quot.sound]
'VanishingHallResponse.even_vertex_gives_response' depends on axioms: [propext, Classical.choice, Quot.sound]
```
